# The Fröhlich vertex vanishes for every mode other than ν₀ exactly when Zᵀq is a real multiple of e_ν₀

The declaration `single_mode_coupling_iff` concerns a finite set of real, orthonormal vibrational modes e_ν, as many as there are displacement coordinates, and a nonzero real wavevector q, not necessarily normalised. The vertices g_ν obey the screened Poisson equation (q·εq) g_ν = q·(Z e_ν), with unit prefactors and a positive definite dielectric matrix ε. The claim is that g_ν = 0 for all ν ≠ ν₀ if and only if Zᵀq = c e_ν₀ for some real c, which may be zero. For the forward direction, the proof subtracts from Zᵀq its projection on e_ν₀ and shows that the remainder has no component along any mode. For the converse, it puts c e_ν₀ into the vertex equation, where orthogonality should make the right side zero, and then cancels the positive factor q·εq.

In Lean, a first try:

```lean
import Mathlib

open Matrix

namespace FrohlichVertexSumRule

variable {n m : Type*} [Fintype n] [Fintype m]

/-- The vibrational modes `e ν` are orthonormal, and there are as many of them as
displacement coordinates. -/
def IsModeBasis [DecidableEq m] (e : m → m → ℝ) : Prop :=
  ∀ μ ν, e μ ⬝ᵥ e ν = if μ = ν then 1 else 0

/-- The screened Poisson equation at wavevector `q`: the potential amplitude `g ν`, screened by
the dielectric matrix `eps`, is generated by the polarization `Z e_ν` of mode `ν`
(unit prefactors). -/
def IsVertex (eps : Matrix n n ℝ) (Z : Matrix n m ℝ) (e : m → m → ℝ)
    (q : n → ℝ) (g : m → ℝ) : Prop :=
  ∀ ν, (q ⬝ᵥ eps *ᵥ q) * g ν = q ⬝ᵥ Z *ᵥ e ν

/-- A positive definite dielectric matrix screens every nonzero wavevector with a positive
factor. -/
theorem screening_pos {eps : Matrix n n ℝ} (heps : eps.PosDef) {q : n → ℝ} (hq : q ≠ 0) :
    0 < q ⬝ᵥ eps *ᵥ q := by
  have h := heps.dotProduct_mulVec_pos hq
  rwa [star_trivial] at h

/-- The squared projections of a displacement vector on all modes add up to its squared
length. -/
theorem sum_sq_projection [DecidableEq m] {e : m → m → ℝ} (he : IsModeBasis e) (w : m → ℝ) :
    ∑ ν, (w ⬝ᵥ e ν) ^ 2 = w ⬝ᵥ w := by
  -- orthonormal rows of a square matrix imply orthonormal columns
  have h1 : (Matrix.of e) * (Matrix.of e)ᵀ = 1 := by
    ext μ ν
    rw [Matrix.one_apply]
    exact he μ ν
  have h2 : (Matrix.of e)ᵀ * (Matrix.of e) = 1 := mul_eq_one_comm.mp h1
  calc ∑ ν, (w ⬝ᵥ e ν) ^ 2 = (Matrix.of e *ᵥ w) ⬝ᵥ (Matrix.of e *ᵥ w) := by
        change _ = ∑ ν, (e ν ⬝ᵥ w) * (e ν ⬝ᵥ w)
        refine Finset.sum_congr rfl fun ν _ => ?_
        rw [dotProduct_comm w, sq]
    _ = w ⬝ᵥ w := by
        rw [Matrix.dotProduct_mulVec, ← Matrix.mulVec_transpose, Matrix.mulVec_mulVec, h2,
          Matrix.one_mulVec]

/-- The dot product of `q` with the polarization `Z v` equals the dot product of `Zᵀ q` with the
displacement `v`. -/
theorem longitudinal_polarization (Z : Matrix n m ℝ) (q : n → ℝ) (v : m → ℝ) :
    q ⬝ᵥ Z *ᵥ v = (Zᵀ *ᵥ q) ⬝ᵥ v := by
  rw [Matrix.dotProduct_mulVec, ← Matrix.mulVec_transpose]

/-- For a positive definite dielectric matrix, orthonormal modes and nonzero `q`, all modes other
than `ν₀` have zero vertex exactly when `Zᵀ q` is a real multiple (possibly zero) of `e ν₀`. -/
theorem single_mode_coupling_iff [DecidableEq m] {eps : Matrix n n ℝ} (heps : eps.PosDef)
    {Z : Matrix n m ℝ} {e : m → m → ℝ} (he : IsModeBasis e) {q : n → ℝ} (hq : q ≠ 0)
    {g : m → ℝ} (hg : IsVertex eps Z e q g) (ν₀ : m) :
    (∀ ν, ν ≠ ν₀ → g ν = 0) ↔ ∃ c : ℝ, Zᵀ *ᵥ q = c • e ν₀ := by
  constructor
  · intro h
    refine ⟨(Zᵀ *ᵥ q) ⬝ᵥ e ν₀, ?_⟩
    -- the remainder is orthogonal to every mode, hence zero
    rw [← sub_eq_zero, ← dotProduct_self_eq_zero, ← sum_sq_projection he]
    refine Finset.sum_eq_zero fun ν _ => ?_
    rw [sub_dotProduct, smul_dotProduct, he ν₀ ν, smul_eq_mul]
    by_cases hν : ν = ν₀
    · subst hν
      simp
    · have h1 := hg ν
      rw [h ν hν, mul_zero, longitudinal_polarization] at h1
      rw [← h1, if_neg (Ne.symm hν)]
      ring
  · rintro ⟨c, hc⟩ ν hν
    have h1 := hg ν
    rw [longitudinal_polarization, hc, smul_dotProduct, he ν₀ ν, if_neg (Ne.symm hν),
      smul_zero] at h1
    exact (mul_eq_zero.mp h1).resolve_left (screening_pos heps hq).ne'

end FrohlichVertexSumRule
```

The compiler's answer:

```
Main.lean:74:35: error: Tactic `rewrite` failed: Did not find an occurrence of the pattern
  Zᵀ *ᵥ q
in the target expression
  epsᵀ *ᵥ q ⬝ᵥ q * g ν = q ⬝ᵥ Z *ᵥ e ν

case mpr
n : Type u_1
m : Type u_2
inst✝² : Fintype n
inst✝¹ : Fintype m
inst✝ : DecidableEq m
eps : Matrix n n ℝ
heps : eps.PosDef
Z : Matrix n m ℝ
e : m → m → ℝ
he : IsModeBasis e
q : n → ℝ
hq : q ≠ 0
g : m → ℝ
hg : IsVertex eps Z e q g
ν₀ : m
c : ℝ
hc : Zᵀ *ᵥ q = c • e ν₀
ν : m
hν : ν ≠ ν₀
h1 : epsᵀ *ᵥ q ⬝ᵥ q * g ν = q ⬝ᵥ Z *ᵥ e ν
⊢ g ν = 0
```

Fix (accepted with no message):

```diff
@@ -72,5 +72,5 @@
   · rintro ⟨c, hc⟩ ν hν
     have h1 := hg ν
-    rw [longitudinal_polarization, hc, smul_dotProduct, he ν₀ ν, if_neg (Ne.symm hν),
+    rw [longitudinal_polarization Z, hc, smul_dotProduct, he ν₀ ν, if_neg (Ne.symm hν),
       smul_zero] at h1
     exact (mul_eq_zero.mp h1).resolve_left (screening_pos heps hq).ne'
```

Diagnosis. The error is in the converse direction. The lemma `longitudinal_polarization` turns `q ⬝ᵥ Z *ᵥ v` into `(Zᵀ *ᵥ q) ⬝ᵥ v` for any matrix of any suitable shape, and the rewrite did not say which matrix was meant. The equation `h1` contains two expressions of this form: the screening factor `q ⬝ᵥ eps *ᵥ q` on the left and the polarization term `q ⬝ᵥ Z *ᵥ e ν` on the right. Lean matched the first, taking `eps` for the matrix, so `h1` came to contain `epsᵀ *ᵥ q ⬝ᵥ q` while its right side stayed as it was. The next rewrite, `hc`, looks for `Zᵀ *ᵥ q`, which was therefore absent, and this is what the message reports.

Writing `longitudinal_polarization Z` fixes the matrix, so the rewrite acts on the right side and produces the `Zᵀ *ᵥ q` that `hc` needs. It also leaves the screening factor in the form in which `screening_pos` states that it is positive, as the last line requires. The forward direction uses the lemma without naming `Z`, but there `mul_zero` has already removed the screening factor.
